# Built-in hybridization turns the excitonic transition into a crossover in a Landau model with one real order parameter

**Q:** Let me fix the definitions before I object. The energy is
$$F(x)=\frac{r x^2}{2}+\frac{x^4}{4}-h x,$$
where the real number $x$ is the excitonic order parameter, the amplitude of the coherence between valence and conduction bands. The number $r$ is the distance from the instability, positive on the normal side, and $h$ is the hybridization already present in the bands. Which of these choices are physics, and which are conventions?

**A:** The coefficient $1/4$ is a choice of units. Its positive sign is physics: it bounds the energy from below and makes the transition at $h=0$ continuous. The linear term is a postulate too. It says that the one-electron hybridization has the same symmetry as the order parameter and so acts as its conjugate field. Taking $h>0$ only fixes a sign, since $(h,x)\to(-h,-x)$ leaves $F$ unchanged.

```lean
import Mathlib

open Set

namespace ExcitonicCrossover

noncomputable section

/-- Landau energy of a real excitonic order parameter `x`, with distance `r` from the
instability and built-in band hybridization `h`. -/
def landauEnergy (r h x : ℝ) : ℝ := r * x ^ 2 / 2 + x ^ 4 / 4 - h * x
```

In `landauEnergy r h x` all three arguments are real numbers, and $r$ and $h$ are independent parameters.

**Q:** And "ground state"? I would distrust a definition that only sets $F'(x)=0$.

**A:** It is a global minimizer: no real $y$ has lower energy.

```lean
/-- The order parameter `x` is a ground state if it minimizes the Landau energy over the
whole real line. -/
def IsGroundState (r h x : ℝ) : Prop := ∀ y, landauEnergy r h x ≤ landauEnergy r h y
```

The distinction matters, because a common error is to solve $F'(x)=x^3+rx-h=0$, check $F''(x)>0$, and call the result the ground state. Take $r=-7$, $h=6$. The stationary points are $3$, $-1$ and $-2$, and $-2$ passes the test with $F''(-2)=5$. But $F(-2)=2$, whereas $F(3)=-29.25$. The point $-2$ is only metastable.

**Q:** Then $F$ isn't convex for negative $r$, and you can't get uniqueness from convexity. What do you use?

**A:** An exact energy difference. Let $x$ be stationary, so $h=x^3+rx$, and let $y$ be arbitrary. The terms with $r$ give
$$\frac r2(y^2-x^2)-rx(y-x)=\frac r2(y-x)^2,$$
and the remaining terms give
$$\frac{y^4-x^4}{4}-x^3(y-x)=\frac{(y-x)^2}{4}\left(y^2+2xy+3x^2\right).$$
Since $y^2+2xy+3x^2=(y+x)^2+2x^2$, the sum is
$$F(y)-F(x)=\frac{(y-x)^2}{4}\left[(y+x)^2+2(r+x^2)\right].$$
The Lean proof substitutes for $h$ and lets `ring` check the identity.

```lean
/-- Exact energy difference between any order parameter `y` and a stationary point `x`. -/
theorem energy_difference {r h x : ℝ} (hx : x ^ 3 + r * x = h) (y : ℝ) :
    landauEnergy r h y - landauEnergy r h x
      = (y - x) ^ 2 / 4 * ((y + x) ^ 2 + 2 * (r + x ^ 2)) := by
  unfold landauEnergy
  rw [← hx]
  ring
```

If $x>0$, then $x(r+x^2)=h>0$ forces $r+x^2>0$. The bracket is then positive, and every displacement from $x$ costs energy.

**Q:** Provided that a positive stationary point exists, even deep on the normal side.

**A:** It does. Put $B=1+|r|+h$. Since $B\ge1$, we have $B^2+r\ge B+r\ge h$, and therefore $B^3+rB=B(B^2+r)\ge B^2+r\ge h$. The continuous function $x^3+rx$ is $0$ at $x=0$ and at least $h$ at $x=B$, so it takes the value $h$ somewhere between. That point isn't $0$, because $h>0$. In the code, `intermediate_value_Icc` supplies the point.

```lean
/-- For positive hybridization the Landau energy has a positive stationary point at
every `r`. -/
theorem exists_pos_stationary (r : ℝ) {h : ℝ} (hh : 0 < h) :
    ∃ x, 0 < x ∧ x ^ 3 + r * x = h := by
  -- the restoring force exceeds `h` at the point `B`
  obtain ⟨B, hB⟩ : ∃ B, B = 1 + |r| + h := ⟨_, rfl⟩
  have hr := abs_nonneg r
  have hr' := neg_abs_le r
  have hB1 : 1 ≤ B := by linarith
  have h1 : h ≤ B ^ 2 + r := by nlinarith
  have h2 : h ≤ B ^ 3 + r * B := by
    have h3 : 0 ≤ (B - 1) * (B ^ 2 + r) :=
      mul_nonneg (by linarith) (by linarith)
    linarith [show (B - 1) * (B ^ 2 + r) = B ^ 3 + r * B - (B ^ 2 + r) by ring]
  have hc : ContinuousOn (fun x : ℝ => x ^ 3 + r * x) (Icc 0 B) := by fun_prop
  have hmem : h ∈ Icc ((0 : ℝ) ^ 3 + r * 0) (B ^ 3 + r * B) :=
    ⟨by norm_num; exact hh.le, h2⟩
  obtain ⟨x, hx, hxh⟩ := intermediate_value_Icc (by linarith : (0 : ℝ) ≤ B) hc hmem
  have hxh' : x ^ 3 + r * x = h := hxh
  refine ⟨x, lt_of_le_of_ne hx.1 ?_, hxh'⟩
  intro h0
  rw [← h0] at hxh'
  norm_num at hxh'
  linarith
```

Together the two results characterize the ground states for $h>0$: they are exactly the positive solutions of $x^3+rx=h$. In the next proof, `stiff` is the inequality $r+z^2>0$ at a positive stationary point $z$. For one direction, a ground state $x$ different from $z$ would have strictly higher energy than $z$, which is a contradiction. For the other, the energy difference from a positive stationary point is never negative.

```lean
/-- For positive hybridization the ground states are exactly the positive solutions of the
equation of state `x³ + r x = h`. -/
theorem isGroundState_iff {r h : ℝ} (hh : 0 < h) (x : ℝ) :
    IsGroundState r h x ↔ 0 < x ∧ x ^ 3 + r * x = h := by
  have stiff : ∀ z, 0 < z → z ^ 3 + r * z = h → 0 < r + z ^ 2 := by
    intro z hz e
    have hp : 0 < z * (r + z ^ 2) := by
      rw [show z * (r + z ^ 2) = z ^ 3 + r * z by ring, e]
      exact hh
    exact (mul_pos_iff_of_pos_left hz).1 hp
  constructor
  · intro hx
    obtain ⟨z, hz, e⟩ := exists_pos_stationary r hh
    have hs := stiff z hz e
    have hd := energy_difference e x
    have hle := hx z
    -- any displacement from the positive stationary point costs energy
    have hxz : x = z := by
      by_contra hne
      have h1 : 0 < (x - z) ^ 2 := sq_pos_of_ne_zero (sub_ne_zero.2 hne)
      have h2 : 0 < (x - z) ^ 2 / 4 * ((x + z) ^ 2 + 2 * (r + z ^ 2)) := by
        positivity
      linarith
    rw [hxz]
    exact ⟨hz, e⟩
  · rintro ⟨hx, e⟩ y
    have hs := stiff x hx e
    have hd := energy_difference e y
    have h2 : 0 ≤ (y - x) ^ 2 / 4 * ((y + x) ^ 2 + 2 * (r + x ^ 2)) := by
      positivity
    linarith
```

**Q:** So far each $r$ is treated separately. A crossover is a statement about how the ground state changes with $r$.

**A:** Compare two values. Let $x^3+rx=h$ and $y^3+sy=h$. Multiply the second equation by $x$, the first by $y$, and subtract:
$$xy(y^2-x^2)+(s-r)xy=h(x-y).$$
Rearranged, this is
$$(y-x)\left[h+xy(x+y)\right]=(r-s)\,xy.$$
The `linear_combination` call names the same two multipliers.

```lean
/-- Exact relation between solutions `x` and `y` of the equation of state at the same
hybridization and two distances `r` and `s` from the instability. -/
theorem finite_response {r s h x y : ℝ} (hx : x ^ 3 + r * x = h) (hy : y ^ 3 + s * y = h) :
    (y - x) * (h + x * y * (x + y)) = (r - s) * (x * y) := by
  linear_combination x * hy - y * hx
```

For positive $x$ and $y$ the bracket is positive, so $s>r$ gives $y<x$: the order parameter strictly decreases with $r$. The bracket is also at least $x\cdot xy$. Taking absolute values and cancelling $xy$ gives $|y-x|\,x\le|r-s|$.

```lean
/-- For positive hybridization, positive solutions `x` at `r` and `y` at `s` of the equation
of state differ by at most `|r - s| / x`. -/
theorem response_bound {r s h x y : ℝ} (hh : 0 < h) (hx0 : 0 < x) (hy0 : 0 < y)
    (hx : x ^ 3 + r * x = h) (hy : y ^ 3 + s * y = h) :
    |y - x| * x ≤ |r - s| := by
  have hxy : 0 < x * y := mul_pos hx0 hy0
  have hA : 0 < h + x * y * (x + y) := by positivity
  have key := congrArg abs (finite_response hx hy)
  rw [abs_mul (y - x), abs_mul (r - s), abs_of_pos hA, abs_of_pos hxy] at key
  refine le_of_mul_le_mul_right ?_ hxy
  rw [← key, mul_assoc]
  refine mul_le_mul_of_nonneg_left ?_ (abs_nonneg _)
  nlinarith [mul_pos hxy hy0]
```

Setting $s=r$ shows that the positive solution is unique. Letting $s\to r$ shows that it depends continuously on $r$, so there is no jump.

**Q:** Continuity still permits a kink, and a kink is what I would call a transition.

**A:** Then solve for $r$ instead of $x$. On the positive branch $r=h/x-x^2$, and with $h=x^3+rx$,
$$\frac{dr}{dx}=-\frac{h}{x^2}-2x=-\frac{r+3x^2}{x}.$$
This is nonzero, because $x(r+3x^2)=h+2x^3>0$. Writing $\varphi(r)$ for the ground state, the inverse function has slope
$$\varphi'(r)=-\frac{\varphi(r)}{r+3\varphi(r)^2}.$$
At $r=0$ the equation of state is $\varphi(0)^3=h$, so $\varphi(0)=h^{1/3}$ and the slope there is $-1/(3h^{1/3})$. It is finite for every $h>0$ and steepens as $h$ becomes small.

**Q:** How much of that is in the theorem?

**A:** For each fixed $h>0$ it provides a function `φ` with five properties. First, `IsGroundState r h x ↔ x = φ r` for all $r$ and $x$: `φ r` is a ground state, and nothing else is. Then `φ` is positive, `StrictAnti φ` says that it is strictly decreasing, and its value at zero is the real cube root of $h$. Last, `HasDerivAt` says that `φ` is differentiable at every $r$, with the slope above.

```lean
/-- For positive hybridization there is exactly one ground state at each `r`. It is positive,
strictly decreasing and differentiable in `r`, and equals `h^(1/3)` at `r = 0`. -/
theorem hybridization_crossover {h : ℝ} (hh : 0 < h) :
    ∃ φ : ℝ → ℝ, (∀ r x, IsGroundState r h x ↔ x = φ r) ∧ (∀ r, 0 < φ r) ∧
      StrictAnti φ ∧ φ 0 = h ^ (1 / 3 : ℝ) ∧
      ∀ r, HasDerivAt φ (-(φ r / (r + 3 * φ r ^ 2))) r := by
  choose φ hpos heq using fun r : ℝ => exists_pos_stationary r hh
  have hanti : StrictAnti φ := by
    intro r s hrs
    have hxy := mul_pos (hpos r) (hpos s)
    have hA : 0 < h + φ r * φ s * (φ r + φ s) :=
      add_pos hh (mul_pos hxy (add_pos (hpos r) (hpos s)))
    have key := finite_response (heq r) (heq s)
    have hneg := mul_neg_of_neg_of_pos (sub_neg.2 hrs) hxy
    by_contra hle
    have hnn := mul_nonneg (sub_nonneg.2 (not_lt.1 hle)) hA.le
    linarith
  refine ⟨φ, ?_, hpos, hanti, ?_, ?_⟩
  · intro r x
    rw [isGroundState_iff hh]
    constructor
    · rintro ⟨hx, e⟩
      have hb := response_bound hh (hpos r) hx (heq r) e
      rw [sub_self, abs_zero] at hb
      by_contra hne
      have := mul_pos (abs_pos.2 (sub_ne_zero.2 hne)) (hpos r)
      linarith
    · rintro rfl
      exact ⟨hpos r, heq r⟩
  · have e : h = φ 0 ^ 3 := by linarith [heq 0]
    rw [e, ← Real.rpow_natCast, ← Real.rpow_mul (hpos 0).le]
    norm_num
  · intro r
    have hx := hpos r
    have hcont : ContinuousAt φ r := by
      rw [Metric.continuousAt_iff]
      intro ε hε
      refine ⟨ε * φ r, mul_pos hε hx, ?_⟩
      intro s hs
      rw [Real.dist_eq] at hs ⊢
      have hb := response_bound hh hx (hpos s) (heq r) (heq s)
      rw [abs_sub_comm r s] at hb
      exact lt_of_mul_lt_mul_right (lt_of_le_of_lt hb hs) hx.le
    -- the order parameter inverts the explicit relation `r = h / x - x²`
    have hd : HasDerivAt (fun u : ℝ => h / u - u * u)
        (-(r + 3 * φ r ^ 2) / φ r) (φ r) := by
      refine (((hasDerivAt_const (φ r) h).fun_div (hasDerivAt_id' (φ r)) hx.ne').fun_sub
        ((hasDerivAt_id' (φ r)).fun_mul (hasDerivAt_id' (φ r)))).congr_deriv ?_
      rw [← heq r]
      field_simp
      ring
    have hden : 0 < r + 3 * φ r ^ 2 := by
      have hp : 0 < φ r * (r + 3 * φ r ^ 2) := by
        have h3 := pow_pos hx 3
        linarith [heq r, show φ r * (r + 3 * φ r ^ 2)
          = φ r ^ 3 + r * φ r + 2 * φ r ^ 3 by ring]
      exact (mul_pos_iff_of_pos_left hx).1 hp
    have hinv : ∀ s, h / φ s - φ s * φ s = s := by
      intro s
      have e : h / φ s = φ s ^ 2 + s := by
        rw [div_eq_iff (hpos s).ne']
        linarith [heq s, show (φ s ^ 2 + s) * φ s = φ s ^ 3 + s * φ s by ring]
      rw [e]
      ring
    have hg := HasDerivAt.of_local_left_inverse hcont hd
      (div_ne_zero (neg_ne_zero.2 hden.ne') hx.ne') (Filter.Eventually.of_forall hinv)
    rw [inv_div, div_neg] at hg
    exact hg
```

The proof uses `choose` to pick a positive stationary point for each $r$. `finite_response` gives monotonicity, and `response_bound` gives uniqueness and continuity. For the slope, `hd` is the derivative of $h/u-u^2$, `hden` is the positivity of $r+3\varphi^2$, and `hinv` says that this function undoes `φ`. `HasDerivAt.of_local_left_inverse` combines them with continuity.

**Q:** One derivative doesn't exclude a singularity in the second.

**A:** The theorem stops at the first derivative. A short further argument, which I give only informally, goes on: the right-hand side of the slope formula is itself differentiable in $r$, because its denominator is positive, and the step can be repeated to any order.

**Q:** A smooth curve means little unless the same model has a real transition without hybridization.

**A:** At $h=0$, completing the square gives
$$F(x)=\frac{(x^2+r)^2-r^2}{4}.$$
If $r\ge0$, the minimum is at $x=0$. If $r\le0$, the square can be made zero, and the minimizers satisfy $x^2=-r$. Both cases read $x^2=\max(-r,0)$. The proof compares a candidate with $y=0$ in the first case and with $y=\sqrt{-r}$ in the second.

```lean
/-- Without hybridization the ground states are exactly the order parameters with
`x² = max(-r, 0)`. -/
theorem isGroundState_zero_iff (r x : ℝ) :
    IsGroundState r 0 x ↔ x ^ 2 = max (-r) 0 := by
  -- completing the square in `x²`
  have sq_form : ∀ y, landauEnergy r 0 y = ((y ^ 2 + r) ^ 2 - r ^ 2) / 4 := by
    intro y
    unfold landauEnergy
    ring
  unfold IsGroundState
  simp only [sq_form]
  rcases le_total 0 r with hr | hr
  · rw [max_eq_right (by linarith : -r ≤ 0)]
    constructor
    · intro hx
      have h0 := hx 0
      nlinarith [sq_nonneg x, mul_nonneg hr (sq_nonneg x), sq_nonneg (x ^ 2),
        pow_eq_zero_iff (two_ne_zero) |>.1 (le_antisymm
          (by nlinarith [mul_nonneg hr (sq_nonneg x)] : (x ^ 2) ^ 2 ≤ 0)
          (sq_nonneg (x ^ 2)))]
    · intro hx y
      rw [hx]
      nlinarith [mul_nonneg hr (sq_nonneg y), sq_nonneg (y ^ 2)]
  · rw [max_eq_left (by linarith : 0 ≤ -r)]
    constructor
    · intro hx
      have h0 := hx (Real.sqrt (-r))
      rw [Real.sq_sqrt (by linarith : 0 ≤ -r)] at h0
      have h1 : (x ^ 2 + r) ^ 2 ≤ 0 := by linarith [show (-r + r) ^ 2 = 0 by ring]
      have h2 := (pow_eq_zero_iff two_ne_zero).1 (le_antisymm h1 (sq_nonneg _))
      linarith
    · intro hx y
      rw [hx]
      linarith [sq_nonneg (y ^ 2 + r), show (-r + r) ^ 2 = 0 by ring]
```

**Q:** For $r<0$ that leaves two ground states, $\pm\sqrt{-r}$. Perhaps your kink only comes from jumping between them.

**A:** The last theorem takes an arbitrary choice `φ` of one ground state for each $r$, whether it keeps its sign or not, and shows that it isn't differentiable at $r=0$. For $r\le0$ we have $\varphi(r)^2=-r$, so $\varphi(0)=0$ and $\varphi^2$ has left slope $-1$ at zero. If $\varphi$ were differentiable there, the product rule would give $\varphi^2$ the slope $2\varphi(0)\varphi'(0)=0$. The code obtains the two slopes as `h1` and `h2`, and uniqueness of the one-sided derivative makes them contradict each other.

```lean
/-- Without hybridization, no choice of a ground state for each `r` is differentiable at
`r = 0`. -/
theorem sharp_transition {φ : ℝ → ℝ} (hφ : ∀ r, IsGroundState r 0 (φ r)) :
    ¬ DifferentiableAt ℝ φ 0 := by
  intro hd
  have key : ∀ r ≤ 0, φ r * φ r = -r := by
    intro r hr
    have e := (isGroundState_zero_iff r (φ r)).1 (hφ r)
    rw [max_eq_left (by linarith : 0 ≤ -r)] at e
    rw [← e]
    ring
  have h0 : φ 0 = 0 := by
    have e := key 0 le_rfl
    rw [neg_zero] at e
    exact mul_self_eq_zero.1 e
  -- the squared order parameter would have both slope `0` and left slope `-1`
  have h1 := hd.hasDerivAt.fun_mul hd.hasDerivAt
  have h2 : HasDerivWithinAt (fun r => φ r * φ r) (-1) (Iic 0) 0 :=
    ((hasDerivAt_id' (0 : ℝ)).fun_neg.hasDerivWithinAt).congr
      (fun r hr => key r hr) (key 0 le_rfl)
  have h3 := (uniqueDiffWithinAt_Iic (0 : ℝ)).eq_deriv _ h1.hasDerivWithinAt h2
  rw [h0] at h3
  norm_num at h3

end

end ExcitonicCrossover
```

```lean
#print axioms ExcitonicCrossover.hybridization_crossover
-- 'ExcitonicCrossover.hybridization_crossover' depends on axioms: [propext, Classical.choice, Quot.sound]
#print axioms ExcitonicCrossover.sharp_transition
-- 'ExcitonicCrossover.sharp_transition' depends on axioms: [propext, Classical.choice, Quot.sound]
```

**Q:** So "crossover" means that the order parameter is differentiable at every $r$ when $h>0$, while no choice of ground states is differentiable at $r=0$ when $h=0$. I accept that for this energy. What about a material?

**A:** The energy function is assumed, not derived from a Hamiltonian. It has one uniform, real order parameter, with no phase, spatial variation or fluctuations, and $r$ and $h$ are inputs. If symmetry allows hybridization to couple linearly to $x$, a nonzero order parameter in an electronic-structure calculation isn't by itself evidence of spontaneous excitonic order, at least as far as this Landau model describes the system: for $h>0$ the ground state has $\varphi(r)>0$ even far on the normal side.
